# On a nonempty finite radial grid, a Hermitian radial part and a positive definite tangential inverse mass make the lowest pseudo-Hamiltonian level rise strictly with l

## Grid, operators and levels

A pseudo-Hamiltonian represents the effect of an atomic core on each valence electron by a local potential and a position-dependent effective mass, which may differ for radial and tangential motion. This text treats a single electron. Here the radial coordinate takes finitely many values, labelled by the elements of a type `n`. A radial state is a complex vector x over these labels, with any quadrature weights absorbed into its components, and the inner product is

⟨x, y⟩ = Σⱼ conj(xⱼ) yⱼ,

written `star x ⬝ᵥ y` in Lean. Vectors need not be normalised. Operators are complex square matrices, and `H *ᵥ x` is Hx.

```lean
import Mathlib

open Matrix
open scoped ComplexOrder

namespace PseudoHamiltonianOrdering

noncomputable section

variable {n : Type*} [Fintype n] [DecidableEq n]
```

A real number E is a level of H if Hv = Ev for some nonzero v.

```lean
/-- The energy levels of an operator on the grid: the real numbers `E` for which
`H v = E v` has a nonzero solution. -/
def levels (H : Matrix n n ℂ) : Set ℝ :=
  {E | ∃ v : n → ℂ, v ≠ 0 ∧ H *ᵥ v = (E : ℂ) • v}
```

Write ε(H) for the infimum of the levels.

```lean
/-- The infimum of the energy levels, meant for Hermitian operators on a nonempty grid. -/
def lowestLevel (H : Matrix n n ℂ) : ℝ := sInf (levels H)
```

The radial part A contains the radial kinetic energy and the local potential. The matrix W represents the tangential inverse mass, including the factor 1/(2r²) in atomic units. For angular momentum l = 0, 1, 2, … set

H_l = A + l(l+1) W, E_l = ε(H_l).

The same A and W serve every l. Both may be arbitrary matrices until a hypothesis restricts them; a local tangential mass gives a diagonal W. Positive definiteness of W, `W.PosDef`, says that W is Hermitian and that tangential motion costs energy in every nonzero radial state. It is assumed, not derived from an atom. The continuum limit, excited levels and electron interactions are not treated.

```lean
/-- The radial pseudo-Hamiltonian `A + l(l+1) W` at angular momentum `l`, with radial part `A`
and tangential inverse mass `W` (which absorbs the factor `1/(2r²)`). -/
def pseudoHamiltonian (A W : Matrix n n ℂ) (l : ℕ) : Matrix n n ℂ :=
  A + (((l : ℝ) * ((l : ℝ) + 1) : ℝ) : ℂ) • W
```

## (a) Spectral eigenvalues are levels

Let H be Hermitian, with orthonormal eigenvectors uᵢ and real eigenvalues λᵢ from the spectral theorem. Show that each λᵢ is a level:

Huᵢ = λᵢuᵢ with uᵢ ≠ 0.

The equation is the spectral theorem itself, and uᵢ is nonzero because its norm is 1. In Lean the two facts come from `mulVec_eigenvectorBasis` and `orthonormal.ne_zero`.

```lean
/-- Each eigenvalue in the spectral decomposition of a Hermitian operator is an energy level. -/
theorem eigenvalue_mem_levels {H : Matrix n n ℂ} (hH : H.IsHermitian) (i : n) :
    hH.eigenvalues i ∈ levels H := by
  refine ⟨(hH.eigenvectorBasis i).ofLp, ?_, ?_⟩
  · intro h
    exact hH.eigenvectorBasis.orthonormal.ne_zero i (PiLp.ext fun j => congrFun h j)
  · rw [hH.mulVec_eigenvectorBasis i]
    ext j
    simp only [Pi.smul_apply, Complex.real_smul, smul_eq_mul]
```

## (b) The infimum is attained

For Hermitian H on a nonempty grid, show that ε(H) is itself a level and that

ε(H) ≤ E for every level E of H.

There are finitely many λᵢ and at least one, so some λₖ is smallest. By (a) it is a level. Now let Hv = Ev with v ≠ 0. Since v = Σᵢ ⟨uᵢ, v⟩uᵢ, some overlap c = ⟨uᵢ, v⟩ is nonzero. Hermiticity gives

Ec = ⟨uᵢ, Hv⟩ = ⟨Huᵢ, v⟩ = λᵢc,

so E = λᵢ ≥ λₖ. Hence λₖ is the least level and equals the infimum. `IsLeast` expresses both parts of the claim; `hex` finds the overlap and `key` moves H across the inner product.

```lean
/-- A Hermitian operator on a nonempty finite grid has a lowest energy level, and
`lowestLevel` is that level. -/
theorem lowestLevel_isLeast [Nonempty n] {H : Matrix n n ℂ} (hH : H.IsHermitian) :
    IsLeast (levels H) (lowestLevel H) := by
  obtain ⟨i₀, hi₀⟩ := Finite.exists_min hH.eigenvalues
  have hleast : IsLeast (levels H) (hH.eigenvalues i₀) := by
    refine ⟨eigenvalue_mem_levels hH i₀, ?_⟩
    rintro E ⟨v, hv, hE⟩
    -- some basis eigenvector overlaps with v
    have hex : ∃ i, star (hH.eigenvectorBasis i).ofLp ⬝ᵥ v ≠ 0 := by
      by_contra! h
      apply hv
      have hs := hH.eigenvectorBasis.sum_repr' (WithLp.toLp 2 v)
      have h0 : ∀ i, inner ℂ (hH.eigenvectorBasis i) (WithLp.toLp 2 v) = 0 := fun i => by
        rw [EuclideanSpace.inner_eq_star_dotProduct, dotProduct_comm]
        exact h i
      simp only [h0, zero_smul, Finset.sum_const_zero] at hs
      exact (congrArg WithLp.ofLp hs).symm
    obtain ⟨i, hc⟩ := hex
    -- overlapping eigenvectors of a Hermitian operator share their eigenvalue
    have key : star (hH.eigenvectorBasis i).ofLp ⬝ᵥ (H *ᵥ v)
        = star (H *ᵥ (hH.eigenvectorBasis i).ofLp) ⬝ᵥ v := by
      rw [Matrix.star_mulVec, hH.eq, Matrix.dotProduct_mulVec]
    rw [hE, hH.mulVec_eigenvectorBasis i, star_smul, star_trivial (hH.eigenvalues i),
      dotProduct_smul, smul_dotProduct] at key
    simp only [smul_eq_mul, Complex.real_smul] at key
    have hEi : E = hH.eigenvalues i := Complex.ofReal_injective (mul_right_cancel₀ hc key)
    rw [hEi]
    exact hi₀ i
  rw [lowestLevel, hleast.csInf_eq]
  exact hleast
```

## (c) The variational principle

For Hermitian H on a nonempty grid and any x, show that

ε(H) ⟨x, x⟩ ≤ Re⟨x, Hx⟩.

For x ≠ 0, division by ⟨x, x⟩ gives the usual bound on the normalised expectation value.

Put B = H − ε(H)·1, which is Hermitian. If Bv = μv with v ≠ 0, then Hv = (ε(H) + μ)v, so ε(H) + μ is a level and (b) gives μ ≥ 0. Expanding x in orthonormal eigenvectors bᵢ of B, with eigenvalues μᵢ, yields

⟨x, Bx⟩ = Σᵢ μᵢ |⟨bᵢ, x⟩|² ≥ 0.

Substituting B = H − ε(H)·1 gives the claim. The proof obtains this positivity from `posSemidef_iff_eigenvalues_nonneg`. The real part appears because Lean's inner product is complex-valued; for Hermitian H the imaginary part vanishes.

```lean
/-- Variational principle: for a Hermitian operator `H` and any vector `x`, normalised or not, the
real part of `⟨x, H x⟩` is at least the lowest level times `⟨x, x⟩`. -/
theorem variational_principle [Nonempty n] {H : Matrix n n ℂ} (hH : H.IsHermitian)
    (x : n → ℂ) :
    lowestLevel H * (star x ⬝ᵥ x).re ≤ (star x ⬝ᵥ H *ᵥ x).re := by
  have hB : (H - (lowestLevel H : ℂ) • (1 : Matrix n n ℂ)).IsHermitian := by
    change (H - (lowestLevel H : ℂ) • (1 : Matrix n n ℂ))ᴴ = _
    simp [Matrix.conjTranspose_sub, Matrix.conjTranspose_smul, hH.eq]
  -- the operator shifted by its lowest level has no negative eigenvalue
  have hpsd := hB.posSemidef_iff_eigenvalues_nonneg.mpr (fun i => by
    obtain ⟨v, hv, h⟩ := eigenvalue_mem_levels hB i
    rw [Matrix.sub_mulVec, Matrix.smul_mulVec, Matrix.one_mulVec] at h
    have hmem : lowestLevel H + hB.eigenvalues i ∈ levels H := by
      refine ⟨v, hv, ?_⟩
      rw [Complex.ofReal_add, add_smul, ← h]
      abel
    have hle := (lowestLevel_isLeast hH).2 hmem
    change (0 : ℝ) ≤ hB.eigenvalues i
    linarith)
  have h := (Complex.le_def.1 (hpsd.dotProduct_mulVec_nonneg x)).1
  simp only [Matrix.sub_mulVec, Matrix.smul_mulVec, Matrix.one_mulVec, dotProduct_sub,
    dotProduct_smul, smul_eq_mul, Complex.sub_re, Complex.re_ofReal_mul,
    Complex.zero_re] at h
  linarith
```

## (d) A state that reaches the bound

For Hermitian H on a nonempty grid, find x ≠ 0 with ⟨x, x⟩ > 0 and

Re⟨x, Hx⟩ = ε(H) ⟨x, x⟩.

By (b), ε(H) is a level, so Hx = ε(H)x for some x ≠ 0. Take the inner product with x. The norm is positive because x is nonzero, which Lean reads off from the positive definiteness of the identity matrix.

```lean
/-- On a nonempty grid a Hermitian operator `H` has a nonzero vector `x`, with `⟨x, x⟩` positive,
for which the real part of `⟨x, H x⟩` is the lowest level times `⟨x, x⟩`. -/
theorem exists_groundState [Nonempty n] {H : Matrix n n ℂ} (hH : H.IsHermitian) :
    ∃ x : n → ℂ, x ≠ 0 ∧ 0 < (star x ⬝ᵥ x).re ∧
      (star x ⬝ᵥ H *ᵥ x).re = lowestLevel H * (star x ⬝ᵥ x).re := by
  obtain ⟨x, hx, h⟩ := (lowestLevel_isLeast hH).1
  refine ⟨x, hx, ?_, ?_⟩
  · have hp := (Matrix.PosDef.one (n := n) (R := ℂ)).dotProduct_mulVec_pos hx
    rw [Matrix.one_mulVec] at hp
    exact (Complex.lt_def.1 hp).1
  · rw [h, dotProduct_smul, smul_eq_mul, Complex.re_ofReal_mul]
```

## (e) Radial and tangential contributions

For any A, W and x, show that

Re⟨x, H_l x⟩ = Re⟨x, Ax⟩ + l(l+1) Re⟨x, Wx⟩.

The inner product is linear in its second argument, and l(l+1) is real, so it passes through the real part. No Hermiticity is needed.

```lean
omit [DecidableEq n] in
/-- For any vector `x`, the real part of `⟨x, H x⟩`, with `H` the pseudo-Hamiltonian at `l`, is the
real part of `⟨x, A x⟩` plus `l(l+1)` times the real part of `⟨x, W x⟩`. -/
theorem expectation_pseudoHamiltonian (A W : Matrix n n ℂ) (l : ℕ) (x : n → ℂ) :
    (star x ⬝ᵥ pseudoHamiltonian A W l *ᵥ x).re
      = (star x ⬝ᵥ A *ᵥ x).re + (l : ℝ) * ((l : ℝ) + 1) * (star x ⬝ᵥ W *ᵥ x).re := by
  rw [pseudoHamiltonian, Matrix.add_mulVec, Matrix.smul_mulVec, dotProduct_add,
    dotProduct_smul, smul_eq_mul, Complex.add_re, Complex.re_ofReal_mul]
```

## (f) Hermiticity for every l

For Hermitian A and W, show that

H_l† = H_l.

The adjoint of A + l(l+1)W is A† + l(l+1)W†, because the coefficient is real, and this equals A + l(l+1)W.

```lean
omit [Fintype n] [DecidableEq n] in
/-- The pseudo-Hamiltonian is Hermitian when its radial and tangential parts are. -/
theorem pseudoHamiltonian_isHermitian {A W : Matrix n n ℂ} (hA : A.IsHermitian)
    (hW : W.IsHermitian) (l : ℕ) : (pseudoHamiltonian A W l).IsHermitian := by
  change (pseudoHamiltonian A W l)ᴴ = _
  rw [pseudoHamiltonian, Matrix.conjTranspose_add, Matrix.conjTranspose_smul, hA.eq, hW.eq,
    Complex.star_def, Complex.conj_ofReal]
```

## (g) A lower bound on the gap

Let A and W be Hermitian and the grid nonempty, and let l ≤ m be two angular momenta (m is not the magnetic quantum number). With w₀ = ε(W), show that

E_l + [m(m+1) − l(l+1)] w₀ ≤ E_m.

Take x from (d) for H_m, and write N = ⟨x, x⟩, a = Re⟨x, Ax⟩, t = Re⟨x, Wx⟩. Using (e), and applying (c) to H_l and to W, we have

a + m(m+1)t = E_m N,
E_l N ≤ a + l(l+1)t,
w₀N ≤ t.

The difference d = m(m+1) − l(l+1) = (m − l)(m + l + 1) is nonnegative, so dw₀N ≤ dt. Therefore

E_m N = a + l(l+1)t + dt ≥ E_l N + dw₀N,

and division by N > 0 finishes the argument. These relations are `hm`, `hl` and `hw` in the proof, the last already multiplied by d; `linarith` combines them. At this stage w₀ may have either sign.

```lean
/-- For Hermitian `A` and `W` and `l ≤ m`, the lowest level at `m` exceeds that at `l` by at
least `m(m+1) - l(l+1)` times the lowest eigenvalue of `W`. -/
theorem level_gap [Nonempty n] {A W : Matrix n n ℂ} (hA : A.IsHermitian)
    (hW : W.IsHermitian) {l m : ℕ} (hlm : l ≤ m) :
    lowestLevel (pseudoHamiltonian A W l)
        + ((m : ℝ) * ((m : ℝ) + 1) - (l : ℝ) * ((l : ℝ) + 1)) * lowestLevel W
      ≤ lowestLevel (pseudoHamiltonian A W m) := by
  -- the ground state at m serves as trial state at l
  obtain ⟨x, -, hN, hm⟩ := exists_groundState (pseudoHamiltonian_isHermitian hA hW m)
  have hl := variational_principle (pseudoHamiltonian_isHermitian hA hW l) x
  rw [expectation_pseudoHamiltonian] at hm hl
  have hc : (l : ℝ) ≤ m := by exact_mod_cast hlm
  have hd : 0 ≤ (m : ℝ) * ((m : ℝ) + 1) - (l : ℝ) * ((l : ℝ) + 1) := by
    nlinarith [mul_nonneg (sub_nonneg.2 hc) (by positivity : (0 : ℝ) ≤ (m : ℝ) + l + 1)]
  have hw := mul_le_mul_of_nonneg_left (variational_principle hW x) hd
  refine le_of_mul_le_mul_right ?_ hN
  linarith
```

## (h) Strict increase with angular momentum

Now let A be Hermitian and W positive definite, on a nonempty grid. Show that

l < m implies E_l < E_m.

Apply (d) to W. The resulting x is nonzero, so

w₀⟨x, x⟩ = Re⟨x, Wx⟩ > 0,

and hence w₀ > 0. For l < m the factor (m − l)(m + l + 1) is also positive, so the gap in (g) is strictly positive. `StrictMono` states the implication for all natural numbers l and m; Mathlib's `PosDef` already includes Hermiticity.

```lean
/-- On a nonempty grid, for a Hermitian radial part and a positive definite tangential inverse mass,
the lowest level of the pseudo-Hamiltonian is strictly increasing in the angular momentum. -/
theorem lowestLevel_strictMono [Nonempty n] {A W : Matrix n n ℂ} (hA : A.IsHermitian)
    (hW : W.PosDef) : StrictMono fun l : ℕ => lowestLevel (pseudoHamiltonian A W l) := by
  intro l m hlm
  -- the lowest eigenvalue of W is positive
  have hw : 0 < lowestLevel W := by
    obtain ⟨x, hx, hN, h⟩ := exists_groundState hW.isHermitian
    have hp := (Complex.lt_def.1 (hW.dotProduct_mulVec_pos hx)).1
    rw [h, Complex.zero_re] at hp
    exact pos_of_mul_pos_left hp hN.le
  have hc : (l : ℝ) < m := by exact_mod_cast hlm
  have hd : 0 < (m : ℝ) * ((m : ℝ) + 1) - (l : ℝ) * ((l : ℝ) + 1) := by
    nlinarith [mul_pos (sub_pos.2 hc) (by positivity : (0 : ℝ) < (m : ℝ) + l + 1)]
  have hgap := level_gap hA hW.isHermitian hlm.le
  have hpos := mul_pos hd hw
  change lowestLevel (pseudoHamiltonian A W l) < lowestLevel (pseudoHamiltonian A W m)
  linarith
```

If W is only positive semidefinite, strictness can fail. On two grid points take A = diag(0, 5) and W = diag(0, 1). Then H_l = diag(0, 5 + l(l+1)), and E_l = 0 for every l: the ground state sits where tangential motion costs nothing.

## (i) The s, p and d levels

Under the hypotheses of (h), show that

E_0 < E_1 < E_2 and E_2 − E_1 ≤ 2(E_1 − E_0).

The ordering is (h) applied to 0 < 1 and 1 < 2. For the splittings, use the p ground state x from (d) as trial state for both s and d. With N, a and t defined from this x as in (g), the factors l(l+1) = 0, 2, 6 give

E_0 N ≤ a,
E_1 N = a + 2t,
E_2 N ≤ a + 6t.

Hence (E_2 − E_1)N ≤ 4t and 2t ≤ (E_1 − E_0)N. Doubling the second inequality and dividing by N gives the bound. Lean's `hs`, `hp` and `hd` are these three lines.

```lean
/-- On a nonempty grid, for Hermitian `A` and positive definite `W`, the lowest levels order as s
below p below d, and the p-d splitting is at most twice the s-p splitting. -/
theorem s_p_d_ordering [Nonempty n] {A W : Matrix n n ℂ} (hA : A.IsHermitian)
    (hW : W.PosDef) :
    lowestLevel (pseudoHamiltonian A W 0) < lowestLevel (pseudoHamiltonian A W 1) ∧
    lowestLevel (pseudoHamiltonian A W 1) < lowestLevel (pseudoHamiltonian A W 2) ∧
    lowestLevel (pseudoHamiltonian A W 2) - lowestLevel (pseudoHamiltonian A W 1)
      ≤ 2 * (lowestLevel (pseudoHamiltonian A W 1) - lowestLevel (pseudoHamiltonian A W 0)) := by
  refine ⟨lowestLevel_strictMono hA hW (by norm_num),
    lowestLevel_strictMono hA hW (by norm_num), ?_⟩
  -- the p ground state serves as trial state for both s and d
  have hH := pseudoHamiltonian_isHermitian hA hW.isHermitian
  obtain ⟨x, -, hN, hp⟩ := exists_groundState (hH 1)
  have hs := variational_principle (hH 0) x
  have hd := variational_principle (hH 2) x
  rw [expectation_pseudoHamiltonian] at hp hs hd
  norm_num at hp hs hd
  refine le_of_mul_le_mul_right ?_ hN
  linarith

end

end PseudoHamiltonianOrdering
```

```lean
#print axioms PseudoHamiltonianOrdering.lowestLevel_strictMono
#print axioms PseudoHamiltonianOrdering.s_p_d_ordering
```

```
'PseudoHamiltonianOrdering.lowestLevel_strictMono' depends on axioms: [propext, Classical.choice, Quot.sound]
'PseudoHamiltonianOrdering.s_p_d_ordering' depends on axioms: [propext, Classical.choice, Quot.sound]
```

For a numerical instance, in arbitrary energy units, let A have rows (0, −12) and (−12, 32), and let W = diag(8, 1). The three matrices and their lowest levels are

H_0 = [0, −12; −12, 32], E_0 = 16 − √(16² + 12²) = −4,
H_1 = [16, −12; −12, 34], E_1 = 25 − √(9² + 12²) = 10,
H_2 = [48, −12; −12, 38], E_2 = 43 − √(5² + 12²) = 30.

The splittings are 14 and 20, and 20 ≤ 2 · 14. Since w₀ = 1, part (g) guarantees gaps of at least 2 and 4, which are easily met. On a single grid point, by contrast, E_l = A + l(l+1)W as numbers, and both (g) and the splitting bound become equalities.

For pseudo-Hamiltonians used in quantum Monte Carlo, this limits what can be fitted: within the one-electron, finite-grid model, no Hermitian A and positive definite W reproduce a target whose lowest d level lies below its lowest p level.
